# Separable states of $N$ spins 1/2 satisfy $\langle S^2\rangle\ge N/2$

For a product of $N$ normalized spinors, with spin in units of $\hbar$,

$$\langle S^2\rangle=\frac N2+\langle S_x\rangle^2+\langle S_y\rangle^2+\langle S_z\rangle^2 .$$

Equivalently, the variances of the three total spin components add up to $N/2$. Every convex mixture $\rho$ of such product states therefore has $\operatorname{Tr}(\rho S^2)\ge N/2$, and a smaller value shows that the spins are entangled. For a finite set of localized spins 1/2, this turns one collective quantity into an entanglement witness.

## Variances of uncorrelated spins add

Let $u_i$ be the unit spinor on site $i$, and let $s_a^{(i)}$ be the spin component $a\in\{x,y,z\}$ acting there. The total component is $S_a=\sum_i s_a^{(i)}$, and $S^2=\sum_a S_a^2$. Write $m_{i,a}=\langle u_i|s_a|u_i\rangle$. Then

$$\langle S_a^2\rangle=\sum_{i,j}\langle s_a^{(i)}s_a^{(j)}\rangle .$$

For $i\ne j$ the product state gives $m_{i,a}m_{j,a}$. For $i=j$ it gives $\langle s_a^2\rangle_i=m_{i,a}^2+\operatorname{Var}_i(s_a)$. Hence

$$\langle S_a^2\rangle=\Big(\sum_i m_{i,a}\Big)^2+\sum_i\operatorname{Var}_i(s_a),\qquad
\operatorname{Var}(S_a)=\sum_i\operatorname{Var}_i(s_a).$$

For one unit spinor $(\alpha,\beta)$ the means are

$$\langle s_x\rangle=\operatorname{Re}(\alpha^*\beta),\quad
\langle s_y\rangle=\operatorname{Im}(\alpha^*\beta),\quad
\langle s_z\rangle=\tfrac12(|\alpha|^2-|\beta|^2).$$

Their squares sum to

$$|\alpha|^2|\beta|^2+\tfrac14(|\alpha|^2-|\beta|^2)^2=\tfrac14(|\alpha|^2+|\beta|^2)^2=\tfrac14 .$$

Since each $s_a^2$ is $1/4$ times the identity, the three variances sum to $\tfrac34-\tfrac14=\tfrac12$. Summing over sites gives $N/2$, and adding the squared means $\langle S_a\rangle^2$ gives the formula for $\langle S^2\rangle$.

The means are real, so each product state has $\langle S^2\rangle\ge N/2$. If $\rho=\sum_k p_k|\Psi_k\rangle\langle\Psi_k|$ with product states $\Psi_k$, $p_k\ge0$ and $\sum_k p_k=1$, then

$$\operatorname{Tr}(\rho S^2)=\sum_k p_k\langle\Psi_k|S^2|\Psi_k\rangle\ge\frac N2 .$$

For even $N$ the bound is attained by antiparallel pairs, whose mean spins cancel.

## A thermal dimer, and a mixture with negative weights

Take two spins with $H=J\,\mathbf s_1\cdot\mathbf s_2$ and $J>0$. The triplet lies $J$ above the singlet, so with $x=e^{-J/k_BT}$ the thermal state has

$$\langle S^2\rangle=2\cdot\frac{3x}{1+3x}.$$

The bound for $N=2$ is 1. The thermal value falls below it when $x<1/3$, that is, when $k_BT<J/\ln 3$, and the dimer is then entangled.

The bound does need some restriction on the signs of the weights. Let $P_a^{+-}$ project on the product of spin up and spin down along axis $a$, and similarly for the other signs. The singlet projector is

$$\tfrac12\left(P_x^{+-}+P_x^{-+}+P_y^{+-}+P_y^{-+}\right)-\tfrac12\left(P_z^{++}+P_z^{--}\right).$$

These are projectors on normalized product states, and the weights sum to 1. Yet $\langle S^2\rangle=4\cdot\tfrac12\cdot1-2\cdot\tfrac12\cdot2=0$. The dimer and this decomposition are worked examples, separate from the Lean theorems below.

## Spins, product states and separability in Lean

The finite type `ι` labels the sites, and $N$ is `Fintype.card ι`. A configuration is a function `ι → Fin 2`, with 0 for up and 1 for down along $z$.

```lean
import Mathlib

open Matrix

namespace ManySpinWitness

noncomputable section

variable {ι : Type*} [Fintype ι] [DecidableEq ι]
```

The component index $a$ runs over 0, 1, 2.

```lean
/-- The spin-1/2 matrices in units of ħ; the indices 0, 1, 2 stand for x, y, z. -/
def spin : Fin 3 → Matrix (Fin 2) (Fin 2) ℂ :=
  ![!![0, 1/2; 1/2, 0], !![0, -Complex.I/2; Complex.I/2, 0], !![1/2, 0; 0, -1/2]]
```

A many-spin state assigns a complex amplitude to each configuration. Here `σ` denotes a configuration, not a Pauli matrix.

```lean
/-- The product state with spinor `u i` on site `i`, as a function of the spin configuration. -/
def productState (u : ι → Fin 2 → ℂ) : (ι → Fin 2) → ℂ := fun σ => ∏ i, u i (σ i)
```

Tensor operators multiply one-spin matrix elements in the same way.

```lean
/-- The tensor product of one-spin operators, with `B i` acting on site `i`. -/
def tensorOp (B : ι → Matrix (Fin 2) (Fin 2) ℂ) : Matrix (ι → Fin 2) (ι → Fin 2) ℂ :=
  Matrix.of fun σ τ => ∏ i, B i (σ i) (τ i)
```

To act on site `i` alone, `Pi.mulSingle i A` puts `A` there and the identity everywhere else.

```lean
/-- The one-spin operator `A` acting on site `i`, with the identity on all other sites. -/
def site (i : ι) (A : Matrix (Fin 2) (Fin 2) ℂ) : Matrix (ι → Fin 2) (ι → Fin 2) ℂ :=
  tensorOp (Pi.mulSingle i A)
```

Summing over sites gives the total operator, and the squares of the three total spin components give $S^2$.

```lean
variable (ι) in
/-- The total operator: the sum over all sites of the one-spin operator `A`. -/
def total (A : Matrix (Fin 2) (Fin 2) ℂ) : Matrix (ι → Fin 2) (ι → Fin 2) ℂ :=
  ∑ i, site i A

variable (ι) in
/-- The square of the total spin, `S² = Sx² + Sy² + Sz²`. -/
def spinSq : Matrix (ι → Fin 2) (ι → Fin 2) ℂ := ∑ a, total ι (spin a) ^ 2
```

The expectation value is complex-valued and is not divided by the norm. The theorems about total operators in an arbitrary product state therefore assume unit spinors, through the hypothesis `hu`. The factorization theorem `mean_tensorOp` holds without it.

```lean
/-- The expectation value `⟨ψ|M|ψ⟩` for a normalized state `ψ`. -/
def mean {n : Type*} [Fintype n] (M : Matrix n n ℂ) (ψ : n → ℂ) : ℂ := star ψ ⬝ᵥ M *ᵥ ψ

/-- The variance `⟨M²⟩ - ⟨M⟩²` of an observable in a normalized state. -/
def variance {n : Type*} [Fintype n] [DecidableEq n] (M : Matrix n n ℂ) (ψ : n → ℂ) : ℂ :=
  mean (M ^ 2) ψ - mean M ψ ^ 2
```

`Separable` means fully separable: each term of the mixture is a product over all single sites. A violated bound thus excludes full separability, but it does not show that all $N$ spins are entangled together. In the definition, `vecMulVec` forms the projector $|\Psi_k\rangle\langle\Psi_k|$.

```lean
/-- A density matrix is separable if it is a finite convex mixture of projectors on
product states of unit spinors. -/
def Separable (ρ : Matrix (ι → Fin 2) (ι → Fin 2) ℂ) : Prop :=
  ∃ (m : ℕ) (p : Fin m → ℝ) (u : Fin m → ι → Fin 2 → ℂ),
    (∀ k, 0 ≤ p k) ∧ ∑ k, p k = 1 ∧ (∀ k i, star (u k i) ⬝ᵥ u k i = 1) ∧
    ρ = ∑ k, (p k : ℂ) • vecMulVec (productState (u k)) (star (productState (u k)))
```

Applying these definitions to a material requires one physical identification that the hypotheses do not supply: each magnetic electron or ion must behave as a localized spin 1/2 on its own site.

## Factorization and the sum of variances

Two auxiliary lemmas state that the expectation value of a finite sum of operators is the sum of their expectation values, and write out the one-spin case in components.

```lean
private lemma mean_sum {n κ : Type*} [Fintype n] (s : Finset κ) (M : κ → Matrix n n ℂ)
    (ψ : n → ℂ) : mean (∑ k ∈ s, M k) ψ = ∑ k ∈ s, mean (M k) ψ := by
  classical
  induction s using Finset.induction_on with
  | empty => simp [mean]
  | insert a s ha ih =>
    rw [Finset.sum_insert ha, Finset.sum_insert ha, ← ih]
    simp only [mean, Matrix.add_mulVec, dotProduct_add]

private lemma mean_two (M : Matrix (Fin 2) (Fin 2) ℂ) (v : Fin 2 → ℂ) :
    mean M v = star (v 0) * (M 0 0 * v 0 + M 0 1 * v 1)
      + star (v 1) * (M 1 0 * v 0 + M 1 1 * v 1) := by
  simp only [mean, Matrix.mulVec, dotProduct, Fin.sum_univ_two, Pi.star_apply]
```

The next two theorems provide the factorization. Both use `Finset.prod_univ_sum`, which expands a product of one-site sums into a sum over all configurations:

$$\prod_i\sum_{s}f_i(s)=\sum_\sigma\prod_i f_i(\sigma_i).$$

For `mean_tensorOp`, the operator is first applied to the product state, which gives another product state. The inner product then factorizes.

```lean
/-- Tensor products of one-spin operators multiply site by site. -/
theorem tensorOp_mul (B C : ι → Matrix (Fin 2) (Fin 2) ℂ) :
    tensorOp B * tensorOp C = tensorOp (fun i => B i * C i) := by
  ext σ τ
  simp only [tensorOp, Matrix.mul_apply, Matrix.of_apply, ← Finset.prod_mul_distrib]
  rw [Finset.prod_univ_sum, Fintype.piFinset_univ]

/-- In a product state the expectation value of a tensor product of one-spin operators is
the product of the one-spin expectation values. -/
theorem mean_tensorOp (B : ι → Matrix (Fin 2) (Fin 2) ℂ) (u : ι → Fin 2 → ℂ) :
    mean (tensorOp B) (productState u) = ∏ i, mean (B i) (u i) := by
  have h : tensorOp B *ᵥ productState u = productState (fun i => B i *ᵥ u i) := by
    ext σ
    simp only [tensorOp, productState, Matrix.mulVec, dotProduct, Matrix.of_apply,
      ← Finset.prod_mul_distrib]
    rw [Finset.prod_univ_sum, Fintype.piFinset_univ]
  rw [mean, h]
  simp only [mean, productState, dotProduct, Pi.star_apply, star_prod,
    ← Finset.prod_mul_distrib]
  rw [Finset.prod_univ_sum, Fintype.piFinset_univ]
```

For a one-site operator, every factor except the one at site `i` is the norm of a unit spinor. This gives the mean of a total operator.

```lean
/-- In a product of unit spinors the mean of a total operator is the sum of the
one-spin means. -/
theorem mean_total (A : Matrix (Fin 2) (Fin 2) ℂ) (u : ι → Fin 2 → ℂ)
    (hu : ∀ i, star (u i) ⬝ᵥ u i = 1) :
    mean (total ι A) (productState u) = ∑ i, mean A (u i) := by
  rw [total, mean_sum]
  refine Finset.sum_congr rfl fun i _ => ?_
  rw [site, mean_tensorOp, Fintype.prod_eq_single i, Pi.mulSingle_eq_same]
  intro j hj
  rw [Pi.mulSingle_eq_of_ne hj, mean, Matrix.one_mulVec, hu j]
```

The two-site formula combines both cases of the derivation: the product of means, plus a variance when `i = j`. The proof treats equal and different sites separately, and `Fintype.prod_eq_mul` leaves just two factors when they differ.

```lean
private lemma mean_site_mul (A : Matrix (Fin 2) (Fin 2) ℂ) (u : ι → Fin 2 → ℂ)
    (hu : ∀ i, star (u i) ⬝ᵥ u i = 1) (i j : ι) :
    mean (site i A * site j A) (productState u)
      = mean A (u i) * mean A (u j) + if i = j then variance A (u i) else 0 := by
  rw [site, site, tensorOp_mul, mean_tensorOp]
  by_cases hij : i = j
  · subst hij
    rw [Fintype.prod_eq_single i, Pi.mulSingle_eq_same, if_pos rfl, variance, pow_two A]
    · ring
    · intro k hk
      rw [Pi.mulSingle_eq_of_ne hk, one_mul, mean, Matrix.one_mulVec, hu k]
  · rw [Fintype.prod_eq_mul i j hij, Pi.mulSingle_eq_same, Pi.mulSingle_eq_same,
      Pi.mulSingle_eq_of_ne hij, Pi.mulSingle_eq_of_ne (Ne.symm hij), if_neg hij,
      one_mul, mul_one, add_zero]
    rintro k ⟨hki, hkj⟩
    rw [Pi.mulSingle_eq_of_ne hki, Pi.mulSingle_eq_of_ne hkj, one_mul, mean,
      Matrix.one_mulVec, hu k]
```

Expanding the square of the total operator into a double sum and inserting this formula gives additivity of the variance. The double sum of products of means cancels against the squared total mean. The theorem allows any $2\times2$ matrix `A`, with `variance` defined through `M ^ 2`; for Hermitian `A` it is the usual variance.

```lean
/-- In a product of unit spinors the variance of a total operator is the sum of the
one-spin variances. -/
theorem variance_total (A : Matrix (Fin 2) (Fin 2) ℂ) (u : ι → Fin 2 → ℂ)
    (hu : ∀ i, star (u i) ⬝ᵥ u i = 1) :
    variance (total ι A) (productState u) = ∑ i, variance A (u i) := by
  rw [variance, mean_total A u hu, pow_two (total ι A), total, Finset.sum_mul_sum, mean_sum]
  -- different sites are uncorrelated, so only the diagonal terms survive
  simp only [mean_sum, mean_site_mul A u hu, Finset.sum_add_distrib, Finset.sum_ite_eq,
    Finset.mem_univ, if_true]
  rw [pow_two, Finset.sum_mul_sum]
  ring
```

## From one spinor to $S^2$

For one spinor, let $n=|\alpha|^2+|\beta|^2$. Before normalization is used, the three variances sum to $\tfrac34n-\tfrac14n^2$, and

$$\tfrac34n-\tfrac14n^2-\tfrac12=\tfrac{2-n}{4}(n-1).$$

This factor is the coefficient of `h` in `linear_combination`. The other term accounts for $i^2=-1$.

```lean
/-- For a single unit spinor the variances of the three spin components sum to 1/2. -/
theorem variance_spinor (v : Fin 2 → ℂ) (hv : star v ⬝ᵥ v = 1) :
    ∑ a, variance (spin a) v = 1 / 2 := by
  have h := hv
  simp only [dotProduct, Fin.sum_univ_two, Pi.star_apply] at h
  simp only [variance, Fin.sum_univ_three, mean_two, pow_two, Matrix.mul_apply,
    Fin.sum_univ_two, spin, Matrix.of_apply, Matrix.cons_val', Matrix.cons_val_zero,
    Matrix.cons_val_one, Matrix.cons_val_fin_one, Matrix.cons_val]
  linear_combination (2 - (star (v 0) * v 0 + star (v 1) * v 1)) / 4 * h
    - (star (v 0) * v 0 + star (v 1) * v 1
      + (star (v 1) * v 0 - star (v 0) * v 1) ^ 2) / 4 * Complex.I_sq
```

Exchanging the sums over components and sites then gives $N/2$.

```lean
/-- For a product of N unit spinors the variances of the three total spin components
sum to N/2. -/
theorem variance_sum (u : ι → Fin 2 → ℂ) (hu : ∀ i, star (u i) ⬝ᵥ u i = 1) :
    ∑ a, variance (total ι (spin a)) (productState u) = (Fintype.card ι : ℂ) / 2 := by
  simp only [variance_total _ u hu]
  rw [Finset.sum_comm, Finset.sum_congr rfl fun i _ => variance_spinor (u i) (hu i),
    Finset.sum_const, Finset.card_univ, nsmul_eq_mul]
  ring
```

Since $\langle S_a^2\rangle=\operatorname{Var}(S_a)+\langle S_a\rangle^2$, the formula for $S^2$ follows. It is an equality of complex numbers.

```lean
/-- For a product of N unit spinors, `⟨S²⟩ = N/2 + ⟨Sx⟩² + ⟨Sy⟩² + ⟨Sz⟩²`. -/
theorem mean_spinSq (u : ι → Fin 2 → ℂ) (hu : ∀ i, star (u i) ⬝ᵥ u i = 1) :
    mean (spinSq ι) (productState u)
      = (Fintype.card ι : ℂ) / 2 + ∑ a, mean (total ι (spin a)) (productState u) ^ 2 := by
  rw [spinSq, mean_sum, ← variance_sum u hu, ← Finset.sum_add_distrib]
  simp only [variance, sub_add_cancel]
```

## The bound for mixtures and its equality case

To obtain an inequality, the proof passes to real parts. It shows that each one-spin mean has zero imaginary part, so the total means are real and their squares are nonnegative.

```lean
private lemma mean_spin_im (a : Fin 3) (v : Fin 2 → ℂ) : (mean (spin a) v).im = 0 := by
  rw [mean_two]
  fin_cases a <;> simp [spin] <;> ring

private lemma product_bound (u : ι → Fin 2 → ℂ) (hu : ∀ i, star (u i) ⬝ᵥ u i = 1) :
    (Fintype.card ι : ℝ) / 2 ≤ (mean (spinSq ι) (productState u)).re := by
  have hN : (Fintype.card ι : ℂ) / 2 = (((Fintype.card ι : ℝ) / 2 : ℝ) : ℂ) := by simp
  rw [mean_spinSq u hu, hN, Complex.add_re, Complex.ofReal_re, Complex.re_sum]
  refine le_add_of_nonneg_right (Finset.sum_nonneg fun a _ => ?_)
  -- the mean spin is real, so its square is nonnegative
  have him : (mean (total ι (spin a)) (productState u)).im = 0 := by
    rw [mean_total _ u hu, Complex.im_sum]
    exact Finset.sum_eq_zero fun i _ => mean_spin_im a (u i)
  rw [pow_two, Complex.mul_re, him, mul_zero, sub_zero]
  exact mul_self_nonneg _
```

The trace against a pure-state projector is the expectation value in that state. Linearity of the trace then reduces the witness to a weighted average, where `hp` preserves each inequality and `hsum` gives the constant $N/2$. The theorem bounds the real part of the trace, which for a density matrix and the Hermitian operator $S^2$ is the trace itself.

```lean
private lemma trace_pure {n : Type*} [Fintype n] (M : Matrix n n ℂ) (ψ : n → ℂ) :
    (vecMulVec ψ (star ψ) * M).trace = mean M ψ := by
  simp only [mean, Matrix.trace, Matrix.diag_apply, Matrix.mul_apply, Matrix.vecMulVec_apply,
    Matrix.mulVec, dotProduct, Finset.mul_sum, Pi.star_apply]
  rw [Finset.sum_comm]
  refine Finset.sum_congr rfl fun i _ => Finset.sum_congr rfl fun j _ => ?_
  ring

/-- Entanglement witness: every separable state of N spins 1/2 has `Tr(ρ S²) ≥ N/2`. -/
theorem separable_bound (ρ : Matrix (ι → Fin 2) (ι → Fin 2) ℂ) (hρ : Separable ρ) :
    (Fintype.card ι : ℝ) / 2 ≤ (ρ * spinSq ι).trace.re := by
  obtain ⟨m, p, u, hp, hsum, hu, rfl⟩ := hρ
  rw [Finset.sum_mul, Matrix.trace_sum, Complex.re_sum]
  calc (Fintype.card ι : ℝ) / 2 = ∑ k, p k * ((Fintype.card ι : ℝ) / 2) := by
        rw [← Finset.sum_mul, hsum, one_mul]
    _ ≤ _ := by
        refine Finset.sum_le_sum fun k _ => ?_
        rw [Matrix.smul_mul, Matrix.trace_smul, trace_pure, smul_eq_mul, Complex.re_ofReal_mul]
        exact mul_le_mul_of_nonneg_left (product_bound (u k) (hu k)) (hp k)
```

For the equality case, `κ` labels pairs and `κ × Fin 2` labels their sites. The spinor `Pi.single i.2 1` is up on the first site of a pair and down on the second. Grouping the total mean by pairs makes each contribution vanish, leaving $\langle S^2\rangle=N/2$, the number of pairs. This establishes sharpness for even $N$; a single spin, by contrast, always has $\langle S^2\rangle=3/4$.

```lean
/-- Sharpness: a product state of antiparallel pairs, one spin up and one spin down in
each pair, has `⟨S²⟩` equal to the number of pairs, which is N/2. -/
theorem antiparallel_pairs {κ : Type*} [Fintype κ] [DecidableEq κ] :
    mean (spinSq (κ × Fin 2)) (productState fun i => Pi.single i.2 1)
      = (Fintype.card κ : ℂ) := by
  have hu : ∀ i : κ × Fin 2,
      star (Pi.single i.2 1 : Fin 2 → ℂ) ⬝ᵥ (Pi.single i.2 1 : Fin 2 → ℂ) = 1 := by
    rintro ⟨k, s⟩
    fin_cases s <;> simp [dotProduct, Fin.sum_univ_two]
  -- the two mean spins of each pair cancel
  have h0 : ∀ a, mean (total (κ × Fin 2) (spin a))
      (productState fun i => Pi.single i.2 1) = 0 := by
    intro a
    rw [mean_total _ _ hu, Fintype.sum_prod_type]
    refine Finset.sum_eq_zero fun k _ => ?_
    rw [Fin.sum_univ_two, mean_two, mean_two]
    fin_cases a <;> simp [spin]
    norm_num
  rw [mean_spinSq _ hu]
  simp [h0]

end

end ManySpinWitness
```

```lean
#print axioms ManySpinWitness.separable_bound
-- 'ManySpinWitness.separable_bound' depends on axioms: [propext, Classical.choice, Quot.sound]
#print axioms ManySpinWitness.antiparallel_pairs
-- 'ManySpinWitness.antiparallel_pairs' depends on axioms: [propext, Classical.choice, Quot.sound]
```
